# Two Gaussian work densities related by Crooks at inverse temperature b > 0 have equal variance v and mean dissipated work bv/2

Measure energy in units of the thermal energy, and take a process that obeys the Crooks relation and whose free-energy difference is zero. Let the work \(w\) done on the system in the forward process have a Gaussian density \(p\) with unknown mean \(m\) and variance 1, and let \(q\) be the density of the work in the reversed process. The Crooks relation then reads \(p(w) = e^{w} q(-w)\), so \(q(-w) = e^{-w}p(w)\). Completing the square in the exponent gives

\[
-\tfrac12 (w-m)^2 - w = -\tfrac12\bigl(w-(m-1)\bigr)^2 + \tfrac12 - m .
\]

The exponential weight has moved the Gaussian by one unit, left its width alone and multiplied it by \(e^{1/2-m}\). Since \(q\) must integrate to one, this factor must be one, and therefore \(m = \tfrac12\). The function \(q(-w)\) is then centred at \(-\tfrac12\), so \(q\) itself is centred at \(+\tfrac12\). Both processes cost half a unit of work on average, which is half the variance.

## Completing the square for general temperature and free energy

Let \(b\) be the inverse temperature and \(d\) the free-energy difference between the equilibrium states at the final and at the initial value of the driven parameter in the forward process. The system itself need not be in equilibrium when the driving ends. Write

\[
g_{m,v}(w) = \frac{1}{\sqrt{2\pi v}}\, e^{-(w-m)^2/(2v)}
\]

for the Gaussian density with mean \(m\) and variance \(v>0\). Let the forward density be \(p = g_{m,v}\) and the reverse density \(q = g_{m',v'}\), with \(v'>0\), and suppose that

\[
p(w) = e^{b(w-d)}\, q(-w) \quad\text{for all real } w .
\]

The claim is that for \(b \neq 0\) this holds exactly when

\[
v = v', \qquad m - d = \frac{bv}{2}, \qquad m' + d = \frac{bv}{2}.
\]

The differences \(m-d\) and \(m'+d\) are the mean dissipated works: each is the mean work minus the free-energy change of its own process, and that change is \(-d\) for the reverse one.

**Solving for the reverse density.** Replacing \(w\) by \(-w\) in the Crooks relation and dividing by the exponential gives \(q(w) = g_{m,v}(-w)\,e^{b(w+d)}\). Its exponent is

\[
\begin{aligned}
-\frac{(w+m)^2}{2v} + b(w+d)
&= -\frac{w^2 - 2(bv-m)w + m^2}{2v} + bd \\
&= -\frac{\bigl(w-(bv-m)\bigr)^2}{2v} + \frac{(bv-m)^2-m^2}{2v} + bd \\
&= -\frac{\bigl(w-(bv-m)\bigr)^2}{2v} + b\Bigl(d-m+\frac{bv}{2}\Bigr).
\end{aligned}
\]

Hence \(q(w) = e^{b(d-m+bv/2)}\, g_{bv-m,\,v}(w)\).

**Using normalisation.** Both \(q\) and \(g_{bv-m,v}\) integrate to one, so the prefactor equals one and \(b(d-m+bv/2)=0\). Because \(b\neq0\), it follows that \(m-d = bv/2\), and \(q = g_{bv-m,\,v}\). Up to this point the Gaussian form of \(q\) has not been used, only its normalisation.

**Reading off the parameters.** Now \(g_{m',v'} = g_{bv-m,\,v}\). A Gaussian density determines its parameters, because \(L(w) = \ln g_{m,v}(w)\) satisfies

\[
2L(0)-L(1)-L(-1) = \frac1v, \qquad \frac{L(1)-L(-1)}{2} = \frac{m}{v}.
\]

Therefore \(v'=v\) and \(m' = bv-m\), which gives \(m'+d = bv-(m-d) = bv/2\).

**The converse.** If the three equations hold, then \(d-m+bv/2=0\) and \(bv-m=m'\). The square completed above becomes \(g_{m,v}(-w)\,e^{b(w+d)} = g_{m',v}(w)\). Replacing \(w\) by \(-w\) and multiplying by \(e^{b(w-d)}\) returns the Crooks relation.

## Densities and the Crooks relation in Lean

```lean
import Mathlib

open MeasureTheory Real

namespace GaussianWorkFluctuations
```

The first definition is \(g_{m,v}(w)\), with the arguments in the order mean, variance, work. All quantities are real numbers, so units have to be chosen such that `b * w` is dimensionless.

```lean
/-- For `v > 0`, the Gaussian probability density of the work `w`, with mean `m` and variance `v`.
-/
noncomputable def gaussianDensity (m v w : ℝ) : ℝ :=
  Real.exp (-(w - m) ^ 2 / (2 * v)) / √(2 * π * v)
```

The parameters `m` and `v` are called mean and variance because these are the first moment and the second central moment of the Gaussian. The file proves the normalisation of the density but does not compute these moments.

```lean
/-- The Crooks relation between a forward work density `p` and a reverse work density `q`,
at inverse temperature `b` and free-energy difference `d`. -/
def CrooksRelation (b d : ℝ) (p q : ℝ → ℝ) : Prop :=
  ∀ w, p w = Real.exp (b * (w - d)) * q (-w)
```

`CrooksRelation b d p q` is a condition on two real functions, required at every real `w`. Here it is a hypothesis. Physically it stands for processes that start in thermal equilibrium at the same temperature and are driven by mutually time-reversed protocols under microscopically reversible dynamics. No dynamics appears in the file, and the relation is not derived from any.

The work is a continuous variable ranging over the whole real line. A quantum system with finitely many levels, whose energy is measured before and after the driving, has only finitely many possible work values, so for such a system the Gaussian can serve only as a smooth approximation.

## Normalisation and the shifted Gaussian

```lean
/-- The Gaussian work density is normalised. -/
theorem integral_gaussianDensity (m : ℝ) {v : ℝ} (hv : 0 < v) :
    ∫ w, gaussianDensity m v w = 1 := by
  have e : (fun w : ℝ => Real.exp (-(w - m) ^ 2 / (2 * v)))
      = fun w => Real.exp (-(1 / (2 * v)) * (w - m) ^ 2) := by
    funext w
    congr 1
    ring
  -- shift the mean to zero and use the standard Gaussian integral
  have shift : ∫ w : ℝ, Real.exp (-(w - m) ^ 2 / (2 * v)) = √(2 * π * v) := by
    rw [e]
    calc ∫ w : ℝ, Real.exp (-(1 / (2 * v)) * (w - m) ^ 2)
        = ∫ x : ℝ, Real.exp (-(1 / (2 * v)) * x ^ 2) :=
          integral_sub_right_eq_self
            (fun x : ℝ => Real.exp (-(1 / (2 * v)) * x ^ 2)) m
      _ = √(π / (1 / (2 * v))) := integral_gaussian _
      _ = √(2 * π * v) := by
          congr 1
          rw [div_div_eq_mul_div, div_one]
          ring
  have hs : √(2 * π * v) ≠ 0 := by positivity
  simp only [gaussianDensity]
  rw [integral_div, shift, div_self hs]
```

The proof rewrites the exponent as \(-\frac{1}{2v}(w-m)^2\), moves the mean to zero by translation invariance of the integral, and applies Mathlib's `integral_gaussian`, which gives \(\int e^{-ax^2}dx = \sqrt{\pi/a}\). With \(a = 1/(2v)\) this is \(\sqrt{2\pi v}\), the denominator in the definition.

```lean
/-- Reflecting a Gaussian work density and weighting it exponentially gives a constant times
a Gaussian of the same variance with mean `b * v - m`. -/
theorem reflected_tilt (b d m w : ℝ) {v : ℝ} (hv : 0 < v) :
    gaussianDensity m v (-w) * Real.exp (b * (w + d))
      = Real.exp (b * (d - m + b * v / 2)) * gaussianDensity (b * v - m) v w := by
  have hv' : v ≠ 0 := hv.ne'
  unfold gaussianDensity
  rw [div_mul_eq_mul_div, ← mul_div_assoc, ← Real.exp_add, ← Real.exp_add]
  -- complete the square in the exponent
  congr 2
  field_simp
  ring
```

This is the completed square. The rewriting steps collect each side into a single exponential over the common denominator \(\sqrt{2\pi v}\). Then `congr 2` reduces the goal to equality of the two exponents, and `field_simp` followed by `ring` checks the polynomial identity that was expanded line by line above. The statement holds for every real `b`, zero included.

## Recovering mean and variance from three points

```lean
/-- A Gaussian density determines its mean and its variance. -/
theorem gaussianDensity_injective {m v m' v' : ℝ} (hv : 0 < v) (hv' : 0 < v')
    (h : gaussianDensity m v = gaussianDensity m' v') : m = m' ∧ v = v' := by
  have hs : √(2 * π * v) ≠ 0 := by positivity
  have hs' : √(2 * π * v') ≠ 0 := by positivity
  have hlog : ∀ w : ℝ, -(w - m) ^ 2 / (2 * v) - Real.log √(2 * π * v)
      = -(w - m') ^ 2 / (2 * v') - Real.log √(2 * π * v') := by
    intro w
    have hw := congrArg Real.log (congrFun h w)
    unfold gaussianDensity at hw
    rwa [Real.log_div (Real.exp_ne_zero _) hs, Real.log_div (Real.exp_ne_zero _) hs',
      Real.log_exp, Real.log_exp] at hw
  have h0 := hlog 0
  have h1 := hlog 1
  have h2 := hlog (-1)
  -- the second difference of the logarithm gives the variance
  have hinv : v⁻¹ = v'⁻¹ := by
    linear_combination 2 * h0 - h1 - h2
  have hvv : v = v' := inv_injective hinv
  subst hvv
  -- the first difference gives the mean
  have hm : m * v⁻¹ = m' * v⁻¹ := by
    linear_combination (h1 - h2) / 2
  exact ⟨mul_right_cancel₀ (inv_ne_zero hv.ne') hm, rfl⟩
```

The hypothesis `h` says that the two densities are equal as functions. Taking logarithms gives `hlog`, an equation for each `w`, and the proof evaluates it only at 0, 1 and −1. The combination `2 * h0 - h1 - h2` is the second difference and yields \(1/v = 1/v'\). After the variances have been identified, `(h1 - h2) / 2` yields \(m/v = m'/v\), and the common factor is cancelled.

## The reverse density is forced to be Gaussian

```lean
/-- At non-zero inverse temperature, if the forward work density is Gaussian and the reverse one is
normalised, the Crooks relation fixes the mean dissipated work to `b * v / 2` and makes the reverse
density Gaussian with the same variance. -/
theorem reverse_gaussian_of_crooks {b d m v : ℝ} {q : ℝ → ℝ} (hb : b ≠ 0) (hv : 0 < v)
    (hq : ∫ w, q w = 1) (h : CrooksRelation b d (gaussianDensity m v) q) :
    m - d = b * v / 2 ∧ q = gaussianDensity (b * v - m) v := by
  -- solve the Crooks relation for the reverse density
  have hsol : ∀ w, q w
      = Real.exp (b * (d - m + b * v / 2)) * gaussianDensity (b * v - m) v w := by
    intro w
    have e : Real.exp (b * (-w - d)) * Real.exp (b * (w + d)) = 1 := by
      rw [← Real.exp_add, show b * (-w - d) + b * (w + d) = 0 by ring, Real.exp_zero]
    rw [← reflected_tilt b d m w hv, h (-w), neg_neg]
    linear_combination (-(q w)) * e
  -- normalisation fixes the constant
  have hone : Real.exp (b * (d - m + b * v / 2)) = 1 := by
    rw [← hq]
    symm
    calc ∫ w, q w
        = ∫ w, Real.exp (b * (d - m + b * v / 2)) * gaussianDensity (b * v - m) v w :=
          integral_congr_ae (Filter.Eventually.of_forall hsol)
      _ = Real.exp (b * (d - m + b * v / 2)) * ∫ w, gaussianDensity (b * v - m) v w :=
          integral_const_mul _ _
      _ = Real.exp (b * (d - m + b * v / 2)) := by
          rw [integral_gaussianDensity _ hv, mul_one]
  have hz := (mul_eq_zero.mp ((Real.exp_eq_one_iff _).mp hone)).resolve_left hb
  refine ⟨by linarith, ?_⟩
  funext w
  rw [hsol w, hone, one_mul]
```

Here `q` is an arbitrary real function with integral one. It need not be assumed Gaussian, or even non-negative. Lean assigns the value zero to the integral of a non-integrable function, so `hq` also contains the integrability of `q`. The conclusion has two parts: the mean forward dissipated work is \(bv/2\), and `q` is the Gaussian with mean \(bv-m\) and variance \(v\).

The step `hsol` solves the Crooks relation for `q`, using the fact that the exponentials of \(b(-w-d)\) and \(b(w+d)\) multiply to one, together with `reflected_tilt`. The step `hone` integrates both sides and finds that the prefactor is one. In `hz` the exponent is therefore zero, and `hb` removes the factor `b`. Putting the prefactor back into `hsol` gives the formula for `q`.

## Equal variances and equal dissipation

```lean
/-- At non-zero inverse temperature, two Gaussian work densities obey the Crooks relation exactly
when their variances agree and both mean dissipated works, `m - d` and `m' + d`, equal `b * v / 2`.
-/
theorem crooks_gaussian_iff {b d m v m' v' : ℝ} (hb : b ≠ 0) (hv : 0 < v) (hv' : 0 < v') :
    CrooksRelation b d (gaussianDensity m v) (gaussianDensity m' v')
      ↔ v = v' ∧ m - d = b * v / 2 ∧ m' + d = b * v / 2 := by
  constructor
  · intro h
    obtain ⟨hd, hq⟩ := reverse_gaussian_of_crooks hb hv (integral_gaussianDensity m' hv') h
    obtain ⟨hm, hvv⟩ := gaussianDensity_injective hv' hv hq
    exact ⟨hvv.symm, hd, by linarith⟩
  · rintro ⟨rfl, hd, hd'⟩ w
    have hm : b * v - m = m' := by linarith
    have hz : d - m + b * v / 2 = 0 := by linarith
    have t := reflected_tilt b d m (-w) hv
    rw [neg_neg, hm, hz, mul_zero, Real.exp_zero, one_mul] at t
    have e : Real.exp (b * (w - d)) * Real.exp (b * (-w + d)) = 1 := by
      rw [← Real.exp_add, show b * (w - d) + b * (-w + d) = 0 by ring, Real.exp_zero]
    rw [← t]
    linear_combination (-(gaussianDensity m v w)) * e
```

This is the claim in both directions, for positive variances and any non-zero `b`. From left to right, the normalisation of the reverse Gaussian is supplied to `reverse_gaussian_of_crooks`, and `gaussianDensity_injective` then compares the two expressions for the reverse density. From right to left, `hm` and `hz` are the two simplifications used in the converse above, `t` is the completed square at `-w`, and the last line multiplies by the missing exponential.

```lean
/-- For Gaussian work densities that obey the Crooks relation at positive inverse temperature, the
free-energy difference lies strictly between minus the mean reverse work and the mean forward work.
-/
theorem free_energy_bracket {b d m v m' v' : ℝ} (hb : 0 < b) (hv : 0 < v) (hv' : 0 < v')
    (h : CrooksRelation b d (gaussianDensity m v) (gaussianDensity m' v')) :
    -m' < d ∧ d < m := by
  obtain ⟨-, h1, h2⟩ := (crooks_gaussian_iff hb.ne' hv hv').mp h
  have hpos : 0 < b * v / 2 := by positivity
  constructor <;> linarith
```

For positive temperature the quantity \(bv/2\) is strictly positive, so \(m > d\) and \(-m' < d\). The mean forward work lies above the free-energy difference and minus the mean reverse work lies below it. For these Gaussians the two bounds are equally far from \(d\), which is therefore their midpoint, \(d = (m-m')/2\).

## At b = 0 the Crooks relation does not determine d

```lean
/-- At `b = 0`, mirror-image Gaussian work densities obey the Crooks relation for every value
of `d`. -/
theorem crooks_zero_inverse_temperature (d m v : ℝ) :
    CrooksRelation 0 d (gaussianDensity m v) (gaussianDensity (-m) v) := by
  intro w
  simp only [gaussianDensity]
  rw [zero_mul, Real.exp_zero, one_mul, show (-w - -m) ^ 2 = (w - m) ^ 2 by ring]

end GaussianWorkFluctuations
```

At \(b=0\) the exponential weight equals one, and the Crooks relation says only that \(p\) and \(q\) are mirror images. Take both to be the Gaussian with mean 0 and variance 1, and let \(d=5\). The relation holds, but \(m-d=-5\), whereas \(bv/2=0\). The step that fails is the division by \(b\): normalisation gives \(b(d-m+bv/2)=0\), which at \(b=0\) carries no information about \(d\).

```lean
#print axioms GaussianWorkFluctuations.crooks_gaussian_iff
-- 'GaussianWorkFluctuations.crooks_gaussian_iff' depends on axioms: [propext, Classical.choice, Quot.sound]
#print axioms GaussianWorkFluctuations.free_energy_bracket
-- 'GaussianWorkFluctuations.free_energy_bracket' depends on axioms: [propext, Classical.choice, Quot.sound]
#print axioms GaussianWorkFluctuations.crooks_zero_inverse_temperature
-- 'GaussianWorkFluctuations.crooks_zero_inverse_temperature' depends on axioms: [propext, Classical.choice, Quot.sound]
```

## Free energies from switching simulations

In a nonequilibrium switching simulation, a coupling parameter is driven from one state to another in many independent trajectories, and the work of each is recorded. If the work is exactly Gaussian and obeys the Crooks relation, the free-energy difference follows from the forward trajectories alone as \(d = m - bv/2\). With the work values in an array `W`, this is one line of Python:

```python
dF = W.mean() - 0.5 * beta * W.var(ddof=1)
```

Here `beta` must be in the inverse of the energy unit of `W`; for work in kJ/mol it is \(1/(RT)\) in mol/kJ, where \(R\) is the gas constant and \(T\) the temperature.

For \(N\) independent Gaussian samples, with \(N \ge 2\), the sample mean and the sample variance are independent, and the statistical variance of this estimate is

\[
\frac{v}{N} + \frac{b^2v^2}{2(N-1)} .
\]

The second term grows as the square of \(v\), so strongly dissipative switching makes the variance correction the noisier part of the estimate.

If reverse trajectories are available as well, with work values `WR`, the midpoint formula avoids the sample variance:

```python
dF = 0.5 * (W.mean() - WR.mean())
```

The two sample variances can then be compared. A difference well beyond their statistical error shows that the data do not fit a pair of Gaussians obeying the Crooks relation, and both formulas lose their justification. Agreement is a weaker finding, since non-Gaussian densities can also have equal variances.
